# At real energies, a uniform infinite nearest-neighbour chain has a Green function decaying at both ends only outside its band

Let $H$ be the infinite chain with one orbital per site, zero on-site energy and unit nearest-neighbour hopping, so that its band is $E=2\cos k$. Call $G$ a Green function at energy $E$ if it answers a unit source at site $0$:

$$E\,G_n-G_{n+1}-G_{n-1}=\delta_{n0}\qquad(n\in\mathbb Z).$$

Screened KKR is attractive because its matrices are short-ranged. I had assumed that the inverse is then short-ranged too, at least approximately. But here $E-H$ is tridiagonal, and at an energy inside the band I find a $G_n$ whose modulus is the same at every site. Did I pick the wrong solution, or is there really no decaying one?

## The energy decides whether the response decays

There is no solution that decays at both ends when $-2\le E\le 2$, and there is one for every real $E$ with $|E|>2$. In this non-interacting one-orbital model, a sparse $E-H$ therefore does not by itself justify truncating the Green function; for a screened KKR calculation this is a warning by example, not a theorem about KKR matrices.

**Your solution.** Take $z\ne0$ with $z^2\neq1$, put $E=z+1/z$, and try $G_n=z^{|n|}/(1/z-z)$. Away from the source, write $|n|=j+1$. The neighbours have exponents $j$ and $j+2$, and

$$(z+1/z)z^{j+1}-z^{j+2}-z^j=0.$$

At $n=0$ the numerator is $(z+1/z)-2z=1/z-z$, which the denominator turns into $1$. Now set $z=e^{-ik}$ with $0<k<\pi$. Then $E=2\cos k$ and $1/z-z=2i\sin k$, so

$$G_n=\frac{-i\,e^{-ik|n|}}{2\sin k},\qquad |G_n|=\frac1{2\sin k}.$$

**No solution in the band decays at both ends.** Let $k$ be any real number, and let $u=e^{-ik}$ and $v=e^{ik}$, so that $u+v=2\cos k$ and $uv=1$. On a source-free half-line, $f_{j+2}=(u+v)f_{j+1}-f_j$, hence

$$f_{j+2}-vf_{j+1}=u\,(f_{j+1}-vf_j).$$

The combination $f_{j+1}-vf_j$ only picks up a phase at each step, so its modulus is constant. If $f_j\to0$, that constant is zero. Then $f_{j+1}=vf_j$, and the same argument gives $f_j=0$ for all $j$. Applied to $f_j=G_j$ and to $f_j=G_{-j}$, this makes $G$ vanish everywhere, and the row $n=0$ reads $0=1$. The band edges, where $u=v$, need no separate treatment.

**Outside the band.** For $F=|E|>2$, let $z=(F-\sqrt{F^2-4})/2$. Its product with $(F+\sqrt{F^2-4})/2$ is $1$, so $z+1/z=F$. Also $0<z<1$, because $F-2<\sqrt{F^2-4}<F$. Then $z^{|n|}\to0$ at both ends. For negative $E$, use $-z$. A non-real $E$ also has a decaying solution: the two roots of $z+1/z=E$ have product $1$, and neither has modulus $1$, since that would make $E$ real, so one of them has $|z|<1$. As $E$ approaches the band, this $|z|$ tends to $1$ and the decay becomes slow.

**One end alone can be quiet.** If $\sin k\neq0$, let $G_n=\sin(kn)/\sin k$ for $n<0$ and $G_n=0$ for $n\ge0$. The sine formula also gives $0$ at $n=0$, so the rows $n<0$ follow from $\sin(kn+k)+\sin(kn-k)=2\cos k\,\sin(kn)$. At the source, $-G_{-1}=1$. Decay at one end is thus possible inside the band.

**Numbers.** At $k=\pi/3$ we have $E=1$, $G_0=-i/\sqrt3$ and $G_{\pm1}=-\tfrac12-\tfrac{i}{2\sqrt3}$. The source row gives $G_0-2G_1=1$, and every modulus is $1/\sqrt3$. At $E=5/2$ the root is $z=\tfrac12$, so $G_n=\tfrac23\,2^{-|n|}$, and the source row gives $\tfrac53-\tfrac23=1$.

## What the Lean statements say

`chainOp E G n` is row $n$ of $(E-H)G$, for a complex amplitude `G : ℤ → ℂ`. `IsGreen E G` is the equation above at all sites. It imposes no boundary condition, so the negative result concerns every complex solution. `Tendsto G atTop (𝓝 0)` means $G_n\to0$ as $n\to+\infty$, and `atBot` refers to $n\to-\infty$.

- `bandGreen_isGreen` gives your solution and its modulus for $0<k<\pi$.
- `no_decaying_green` excludes decay at both ends at $E=2\cos k$ for every real $k$.
- `decaying_green_iff` states the criterion $|E|>2$ for real $E$. It asserts convergence to zero, without a rate.
- `leftGreen_isGreen` supplies the one-sided solution.

The chain is infinite and perfectly periodic. Finite clusters, disorder and several orbitals per site would need other statements.

```lean
import Mathlib

open Filter Topology

namespace ScreenedKKRChain

noncomputable section

/-- Row `n` of `E - H` acting on the amplitude `G`, where `H` is the infinite chain with unit
nearest-neighbour hopping. -/
def chainOp (E : ℂ) (G : ℤ → ℂ) (n : ℤ) : ℂ := E * G n - G (n + 1) - G (n - 1)

/-- `G` is a response of the chain at energy `E` to a unit source at site `0`. -/
def IsGreen (E : ℂ) (G : ℤ → ℂ) : Prop := ∀ n, chainOp E G n = if n = 0 then 1 else 0

/-- The amplitude `z ^ |n| / (1/z - z)`, for `z ≠ 0` and `z ^ 2 ≠ 1`. -/
def powerGreen (z : ℂ) (n : ℤ) : ℂ := z ^ n.natAbs / (z⁻¹ - z)

/-- The in-band amplitude `-i exp(-i k |n|) / (2 sin k)`, for `sin k ≠ 0`. -/
def bandGreen (k : ℝ) (n : ℤ) : ℂ :=
  -Complex.I * Complex.exp (-(Complex.I * k * n.natAbs)) / (2 * (Real.sin k : ℂ))

/-- The amplitude `sin (k n) / sin k` to the left of the source and zero elsewhere,
for `sin k ≠ 0`. -/
def leftGreen (k : ℝ) (n : ℤ) : ℂ :=
  if n < 0 then ((Real.sin (k * n) / Real.sin k : ℝ) : ℂ) else 0

/-- For `z ≠ 0` and `z ^ 2 ≠ 1`, the amplitude `z ^ |n| / (1/z - z)` is a Green function of the
chain at energy `z + 1/z`. -/
theorem powerGreen_isGreen {z : ℂ} (hz : z ≠ 0) (hz2 : z ^ 2 ≠ 1) :
    IsGreen (z + z⁻¹) (powerGreen z) := by
  have hw : z⁻¹ * z = 1 := inv_mul_cancel₀ hz
  have hd : z⁻¹ - z ≠ 0 := fun h => hz2 (by linear_combination hw - z * h)
  intro n
  simp only [chainOp, powerGreen]
  generalize z⁻¹ = w at hw hd ⊢
  rcases lt_trichotomy n 0 with hn | hn | hn
  · obtain ⟨j, rfl⟩ : ∃ j : ℕ, n = -((j : ℤ) + 1) := ⟨(-n - 1).toNat, by omega⟩
    rw [if_neg (by omega), show (-((j : ℤ) + 1)).natAbs = j + 1 by omega,
      show (-((j : ℤ) + 1) + 1).natAbs = j by omega,
      show (-((j : ℤ) + 1) - 1).natAbs = j + 2 by omega]
    linear_combination (z ^ j / (w - z)) * hw
  · subst hn
    rw [if_pos rfl, show (0 : ℤ).natAbs = 0 by omega, show ((0 : ℤ) + 1).natAbs = 1 by omega,
      show ((0 : ℤ) - 1).natAbs = 1 by omega]
    linear_combination mul_inv_cancel₀ hd
  · obtain ⟨j, rfl⟩ : ∃ j : ℕ, n = (j : ℤ) + 1 := ⟨(n - 1).toNat, by omega⟩
    rw [if_neg (by omega), show ((j : ℤ) + 1).natAbs = j + 1 by omega,
      show ((j : ℤ) + 1 + 1).natAbs = j + 2 by omega,
      show ((j : ℤ) + 1 - 1).natAbs = j by omega]
    linear_combination (z ^ j / (w - z)) * hw

/-- The Bloch phase `exp(-ik)` and its inverse in terms of `cos k` and `sin k`. -/
theorem bloch_phase (k : ℝ) :
    Complex.exp (-(k * Complex.I)) = Real.cos k - Real.sin k * Complex.I ∧
    (Complex.exp (-(k * Complex.I)))⁻¹ = Real.cos k + Real.sin k * Complex.I := by
  constructor
  · rw [← neg_mul, Complex.exp_mul_I, Complex.cos_neg, Complex.sin_neg, Complex.ofReal_cos,
      Complex.ofReal_sin]
    ring
  · rw [← Complex.exp_neg, neg_neg, Complex.exp_mul_I, Complex.ofReal_cos, Complex.ofReal_sin]

/-- For `0 < k < π`, the amplitude `-i exp(-i k |n|) / (2 sin k)` is a Green function of the
chain at energy `2 cos k`, and its modulus is `1 / (2 sin k)` at every site. -/
theorem bandGreen_isGreen {k : ℝ} (h0 : 0 < k) (hpi : k < Real.pi) :
    IsGreen ((2 * Real.cos k : ℝ) : ℂ) (bandGreen k) ∧
      ∀ n, ‖bandGreen k n‖ = 1 / (2 * Real.sin k) := by
  have hs : 0 < Real.sin k := Real.sin_pos_of_pos_of_lt_pi h0 hpi
  have hsc : (Real.sin k : ℂ) ≠ 0 := Complex.ofReal_ne_zero.2 hs.ne'
  obtain ⟨h1, h2⟩ := bloch_phase k
  constructor
  · have hdiff : (Complex.exp (-(k * Complex.I)))⁻¹ - Complex.exp (-(k * Complex.I))
        = 2 * Real.sin k * Complex.I := by
      rw [h2, h1]; ring
    have hne : (2 * Real.sin k * Complex.I : ℂ) ≠ 0 :=
      mul_ne_zero (mul_ne_zero two_ne_zero hsc) Complex.I_ne_zero
    -- the band amplitude is the power amplitude at `z = exp(-ik)`
    have hG : bandGreen k = powerGreen (Complex.exp (-(k * Complex.I))) := by
      funext n
      rw [bandGreen, powerGreen, hdiff, ← Complex.exp_nat_mul,
        show (n.natAbs : ℂ) * -(k * Complex.I) = -(Complex.I * k * n.natAbs) by ring,
        div_eq_div_iff (mul_ne_zero two_ne_zero hsc) hne]
      linear_combination (-2 * Complex.exp (-(Complex.I * k * n.natAbs)) * Real.sin k)
        * Complex.I_sq
    have hE : ((2 * Real.cos k : ℝ) : ℂ)
        = Complex.exp (-(k * Complex.I)) + (Complex.exp (-(k * Complex.I)))⁻¹ := by
      rw [h2, h1, Complex.ofReal_mul, Complex.ofReal_ofNat]; ring
    rw [hG, hE]
    refine powerGreen_isGreen (Complex.exp_ne_zero _) fun h => hne ?_
    rw [← hdiff, inv_eq_of_mul_eq_one_right (by rw [← sq]; exact h), sub_self]
  · intro n
    have he : -(Complex.I * k * n.natAbs) = ((-(k * n.natAbs) : ℝ) : ℂ) * Complex.I := by
      push_cast; ring
    have hden : (2 * (Real.sin k : ℂ)) = ((2 * Real.sin k : ℝ) : ℂ) := by
      rw [Complex.ofReal_mul, Complex.ofReal_ofNat]
    rw [bandGreen, he, hden, norm_div, norm_mul, norm_neg, Complex.norm_I,
      Complex.norm_exp_ofReal_mul_I, Complex.norm_real, Real.norm_of_nonneg (by positivity),
      one_mul]

/-- An amplitude that is multiplied by the same pure phase at each step and tends to zero
vanishes identically. -/
theorem phase_step_zero {g : ℕ → ℂ} {u : ℂ} (hu : ‖u‖ = 1) (hg : ∀ j, g (j + 1) = u * g j)
    (hlim : Tendsto g atTop (𝓝 0)) (j : ℕ) : g j = 0 := by
  have hc : ∀ i, ‖g i‖ = ‖g 0‖ := by
    intro i
    induction i with
    | zero => rfl
    | succ i ih => rw [hg, norm_mul, hu, one_mul, ih]
  have hn : Tendsto (fun i => ‖g i‖) atTop (𝓝 0) := by simpa using hlim.norm
  simp only [hc] at hn
  have h0 : ‖g 0‖ = 0 := tendsto_nhds_unique tendsto_const_nhds hn
  exact norm_eq_zero.1 ((hc j).trans h0)

/-- On a source-free half-line at energy `2 cos k`, with `k` real, an amplitude that tends to
zero vanishes identically. -/
theorem half_line_zero {k : ℝ} {f : ℕ → ℂ}
    (hf : ∀ j, ((2 * Real.cos k : ℝ) : ℂ) * f (j + 1) - f (j + 2) - f j = 0)
    (hlim : Tendsto f atTop (𝓝 0)) (j : ℕ) : f j = 0 := by
  obtain ⟨h1, h2⟩ := bloch_phase k
  have hu : ‖Complex.exp (-(k * Complex.I))‖ = 1 := by
    rw [show -((k : ℂ) * Complex.I) = ((-k : ℝ) : ℂ) * Complex.I by push_cast; ring,
      Complex.norm_exp_ofReal_mul_I]
  have hvu := inv_mul_cancel₀ (Complex.exp_ne_zero (-(k * Complex.I)))
  have hE : ((2 * Real.cos k : ℝ) : ℂ)
      = Complex.exp (-(k * Complex.I)) + (Complex.exp (-(k * Complex.I)))⁻¹ := by
    rw [h2, h1, Complex.ofReal_mul, Complex.ofReal_ofNat]; ring
  have hv : ‖(Complex.exp (-(k * Complex.I)))⁻¹‖ = 1 := by rw [norm_inv, hu, inv_one]
  rw [hE] at hf
  generalize (Complex.exp (-(k * Complex.I)))⁻¹ = v at hvu hf hv
  generalize Complex.exp (-(k * Complex.I)) = u at hu hvu hf
  -- remove one Bloch wave, then the other
  have hA : ∀ i, f (i + 1) - v * f i = 0 := by
    refine phase_step_zero (g := fun i => f (i + 1) - v * f i) hu (fun i => ?_) ?_
    · change f (i + 2) - v * f (i + 1) = u * (f (i + 1) - v * f i)
      linear_combination f i * hvu - hf i
    · have h := (hlim.comp (tendsto_add_atTop_nat 1)).sub (hlim.const_mul v)
      rw [mul_zero, sub_zero] at h
      exact h
  exact phase_step_zero hv (fun i => sub_eq_zero.1 (hA i)) hlim j

/-- At energy `2 cos k`, with `k` real, no Green function of the chain tends to zero at both
ends. -/
theorem no_decaying_green (k : ℝ) {G : ℤ → ℂ} (hG : IsGreen ((2 * Real.cos k : ℝ) : ℂ) G) :
    ¬ (Tendsto G atTop (𝓝 0) ∧ Tendsto G atBot (𝓝 0)) := by
  rintro ⟨htop, hbot⟩
  have hr : ∀ j : ℕ, G (j : ℤ) = 0 := by
    refine half_line_zero (k := k) (f := fun j : ℕ => G (j : ℤ)) (fun j => ?_)
      (htop.comp tendsto_natCast_atTop_atTop)
    have h := hG ((j : ℤ) + 1)
    rw [if_neg (by omega), chainOp, show (j : ℤ) + 1 + 1 = j + 2 by ring,
      show (j : ℤ) + 1 - 1 = j by ring] at h
    simpa only [Nat.cast_add, Nat.cast_one, Nat.cast_ofNat] using h
  have hl : ∀ j : ℕ, G (-(j : ℤ)) = 0 := by
    refine half_line_zero (k := k) (f := fun j : ℕ => G (-(j : ℤ))) (fun j => ?_)
      (hbot.comp (tendsto_neg_atTop_atBot.comp tendsto_natCast_atTop_atTop))
    have h := hG (-((j : ℤ) + 1))
    rw [if_neg (by omega), chainOp, show -((j : ℤ) + 1) + 1 = -j by ring,
      show -((j : ℤ) + 1) - 1 = -(j + 2) by ring] at h
    simp only [Nat.cast_add, Nat.cast_one, Nat.cast_ofNat]
    linear_combination h
  -- nothing is left to balance the unit source
  have a : G 0 = 0 := by simpa using hr 0
  have b : G 1 = 0 := by simpa using hr 1
  have c : G (-1) = 0 := by simpa using hl 1
  have h0 := hG 0
  simp [chainOp, a, b, c] at h0

/-- For `z ≠ 0` with `‖z‖ < 1`, the amplitude `z ^ |n| / (1/z - z)` tends to zero at both ends. The
statement also admits `z = 0`, where Lean's division by zero makes `powerGreen` zero. -/
theorem powerGreen_decays {z : ℂ} (hz : ‖z‖ < 1) :
    Tendsto (powerGreen z) atTop (𝓝 0) ∧ Tendsto (powerGreen z) atBot (𝓝 0) := by
  have key : ∀ l : Filter ℤ, Tendsto Int.natAbs l atTop → Tendsto (powerGreen z) l (𝓝 0) := by
    intro l hl
    have h := ((tendsto_pow_atTop_nhds_zero_of_norm_lt_one hz).comp hl).div_const (z⁻¹ - z)
    rw [zero_div] at h
    exact h
  exact ⟨key _ (tendsto_atTop.2 fun b =>
      (eventually_ge_atTop (b : ℤ)).mono fun n hn => by omega),
    key _ (tendsto_atTop.2 fun b =>
      (eventually_le_atBot (-(b : ℤ))).mono fun n hn => by omega)⟩

/-- For real `E`, the chain has a Green function that tends to zero at both ends if and only if
`|E| > 2`. -/
theorem decaying_green_iff (E : ℝ) :
    (∃ G : ℤ → ℂ, IsGreen (E : ℂ) G ∧ Tendsto G atTop (𝓝 0) ∧ Tendsto G atBot (𝓝 0)) ↔
      2 < |E| := by
  constructor
  · rintro ⟨G, hG, hlim⟩
    by_contra hE
    obtain ⟨hl, hu⟩ := abs_le.1 (not_lt.1 hE)
    have hk : 2 * Real.cos (Real.arccos (E / 2)) = E := by
      rw [Real.cos_arccos (by linarith) (by linarith)]; ring
    rw [← hk] at hG
    exact no_decaying_green _ hG hlim
  · intro hE
    -- the root of `z + 1/z = F` inside the unit circle
    have root : ∀ F : ℝ, 2 < F → ∃ z : ℝ, 0 < z ∧ z < 1 ∧ z + z⁻¹ = F := by
      intro F hF
      have hs : √(F ^ 2 - 4) * √(F ^ 2 - 4) = F ^ 2 - 4 := Real.mul_self_sqrt (by nlinarith)
      have h1 : √(F ^ 2 - 4) < F := (Real.sqrt_lt' (by linarith)).2 (by linarith)
      have h2 : F - 2 < √(F ^ 2 - 4) := (Real.lt_sqrt (by linarith)).2 (by nlinarith)
      have hi : ((F - √(F ^ 2 - 4)) / 2)⁻¹ = (F + √(F ^ 2 - 4)) / 2 :=
        inv_eq_of_mul_eq_one_right (by linear_combination -(1 / 4) * hs)
      exact ⟨(F - √(F ^ 2 - 4)) / 2, by linarith, by linarith, by rw [hi]; ring⟩
    obtain ⟨z, hz0, hz1, hzE⟩ : ∃ z : ℝ, z ≠ 0 ∧ |z| < 1 ∧ z + z⁻¹ = E := by
      rcases lt_abs.1 hE with h | h
      · obtain ⟨z, h0, h1, h2⟩ := root E h
        exact ⟨z, h0.ne', by rwa [abs_of_pos h0], h2⟩
      · obtain ⟨z, h0, h1, h2⟩ := root (-E) h
        exact ⟨-z, neg_ne_zero.2 h0.ne', by rwa [abs_neg, abs_of_pos h0],
          by rw [inv_neg]; linarith⟩
    have hn : ‖(z : ℂ)‖ < 1 := by rwa [Complex.norm_real, Real.norm_eq_abs]
    refine ⟨powerGreen z, ?_, powerGreen_decays hn⟩
    rw [← hzE, Complex.ofReal_add, Complex.ofReal_inv]
    refine powerGreen_isGreen (Complex.ofReal_ne_zero.2 hz0) fun h => ?_
    have h' := congrArg norm h
    rw [norm_pow, norm_one] at h'
    nlinarith [norm_nonneg (z : ℂ)]

/-- For `sin k ≠ 0`, the amplitude equal to `sin (k n) / sin k` for `n < 0` and zero for `n ≥ 0`
is a Green function of the chain at energy `2 cos k`. -/
theorem leftGreen_isGreen {k : ℝ} (hs : Real.sin k ≠ 0) :
    IsGreen ((2 * Real.cos k : ℝ) : ℂ) (leftGreen k) := by
  have hr : ∀ m : ℤ, 0 ≤ m → leftGreen k m = 0 := fun m hm => if_neg (by omega)
  have hl : ∀ m : ℤ, m ≤ 0 →
      leftGreen k m = ((Real.sin (k * m) / Real.sin k : ℝ) : ℂ) := by
    intro m hm
    rcases hm.lt_or_eq with h | h
    · exact if_pos h
    · subst h
      simp [leftGreen]
  intro n
  rcases lt_trichotomy n 0 with hn | hn | hn
  · rw [if_neg hn.ne, chainOp, hl n (by omega), hl (n + 1) (by omega), hl (n - 1) (by omega),
      ← Complex.ofReal_mul, ← Complex.ofReal_sub, ← Complex.ofReal_sub, Complex.ofReal_eq_zero,
      show k * ((n + 1 : ℤ) : ℝ) = k * n + k by push_cast; ring,
      show k * ((n - 1 : ℤ) : ℝ) = k * n - k by push_cast; ring, Real.sin_add, Real.sin_sub]
    ring
  · subst hn
    have e : leftGreen k (0 - 1) = -1 := by
      rw [hl _ (by omega), show k * ((0 - 1 : ℤ) : ℝ) = -k by push_cast; ring, Real.sin_neg,
        neg_div, div_self hs, Complex.ofReal_neg, Complex.ofReal_one]
    rw [if_pos rfl, chainOp, e, hr 0 (by omega), hr (0 + 1) (by omega)]
    ring
  · rw [if_neg hn.ne', chainOp, hr n (by omega), hr (n + 1) (by omega), hr (n - 1) (by omega)]
    ring

end

end ScreenedKKRChain
```

```lean
#print axioms ScreenedKKRChain.bandGreen_isGreen
-- 'ScreenedKKRChain.bandGreen_isGreen' depends on axioms: [propext, Classical.choice, Quot.sound]
#print axioms ScreenedKKRChain.decaying_green_iff
-- 'ScreenedKKRChain.decaying_green_iff' depends on axioms: [propext, Classical.choice, Quot.sound]
#print axioms ScreenedKKRChain.leftGreen_isGreen
-- 'ScreenedKKRChain.leftGreen_isGreen' depends on axioms: [propext, Classical.choice, Quot.sound]
```

## From the recurrence to the Lean proof

`powerGreen_isGreen` splits into $n<0$, $n=0$ and $n>0$, and `linear_combination` checks the algebra in each case. `bloch_phase` writes $e^{\mp ik}$ in terms of cosine and sine, which lets `bandGreen_isGreen` identify your amplitude with `powerGreen` at $z=e^{-ik}$.

`half_line_zero` uses `phase_step_zero` twice, first for $f_{j+1}-vf_j$ with phase $u$, then for $f$ with phase $v$. `no_decaying_green` applies it to the two half-lines and finds the contradiction at the source. In `decaying_green_iff`, one direction writes $E=2\cos k$ with $k=\arccos(E/2)$; the other constructs the root and calls `powerGreen_decays`.

The step that converts decay into vanishing is `tendsto_nhds_unique`, Mathlib's uniqueness of limits. In `phase_step_zero`, an induction shows that `‖g i‖` equals `‖g 0‖` for all `i`. After rewriting, `hn` says that this constant sequence tends to $0$, while `tendsto_const_nhds` says that it tends to `‖g 0‖`. The two limits must agree, so `‖g 0‖ = 0`. Uniqueness requires a nontrivial filter, which `atTop` on ℕ is because ℕ is nonempty and any two of its elements have a common upper bound.
